# The unnormalised thermal density matrix of a free particle on a line is Gaussian in the displacement

For a single free particle on the infinite line, with energy `lam` k² at wavenumber k, the position-space density matrix at inverse temperature `β` is the integral over k of exp(ikx) exp(−`β` `lam` k²), divided by 2π. The theorem says that for positive `lam` and `β` this equals exp(−x²/(4 `lam` `β`))/√(4π `lam` `β`), where x is the displacement between the two positions. The density matrix is unnormalised: it is not divided by a partition function. The proof evaluates the integral with Mathlib's `integral_cexp_quadratic`, rewrites the resulting prefactor and exponent as real numbers, and then uses an identity called `key` to make the constants on the two sides agree.

Lean 4 with Mathlib refuses this proof:

```lean
import Mathlib

open MeasureTheory
open scoped Real

namespace FreeParticleDensityMatrix

noncomputable section

/-- The Gaussian free-particle density matrix at inverse temperature `β`,
as a function of the displacement `x`. -/
def freeRho (lam β x : ℝ) : ℝ :=
  Real.exp (-x ^ 2 / (4 * lam * β)) / √(4 * π * lam * β)

/-- The integral over plane waves `exp (i k x)`, each weighted by its Boltzmann factor
`exp (-β lam k²)`, divided by `2π`. -/
def planeWaveRho (lam β x : ℝ) : ℂ :=
  1 / (2 * (π : ℂ)) *
    ∫ k : ℝ, Complex.exp (Complex.I * k * x - β * lam * (k : ℂ) ^ 2)

/-- The plane-wave integral equals the Gaussian density matrix. -/
theorem planeWaveRho_eq {lam β : ℝ} (hl : 0 < lam) (hβ : 0 < β) (x : ℝ) :
    planeWaveRho lam β x = (freeRho lam β x : ℂ) := by
  have hre : (-((β : ℂ) * (lam : ℂ))).re < 0 := by
    have := mul_pos hβ hl
    simpa using this
  -- the Gaussian integral with a complex linear term
  have h := integral_cexp_quadratic hre (Complex.I * x) 0
  have hint : (fun k : ℝ => Complex.exp (Complex.I * k * x - β * lam * (k : ℂ) ^ 2)) =
      fun k : ℝ => Complex.exp (-((β : ℂ) * lam) * (k : ℂ) ^ 2 + Complex.I * x * k + 0) := by
    funext k
    congr 1
    ring
  have hc : ((π : ℂ) / - -((β : ℂ) * lam)) ^ (1 / 2 : ℂ) = ((√(π / (β * lam)) : ℝ) : ℂ) := by
    rw [neg_neg, Real.sqrt_eq_rpow, Complex.ofReal_cpow (by positivity)]
    push_cast
    rfl
  have hs : √(π / (β * lam)) = 2 * π / √(4 * π * lam * β) := by
    have h1 : π / (β * lam) = (2 * π) ^ 2 / (4 * π * lam * β) := by
      rw [div_eq_div_iff (by positivity) (by positivity)]
      ring
    rw [h1, Real.sqrt_div (sq_nonneg _), Real.sqrt_sq (by positivity)]
  have he : (0 : ℂ) - (Complex.I * x) ^ 2 / (4 * -((β : ℂ) * lam)) =
      ((-x ^ 2 / (4 * lam * β) : ℝ) : ℂ) := by
    push_cast
    rw [mul_pow, Complex.I_sq]
    ring
  have key : ∀ E S : ℝ, S ≠ 0 → E / S = 1 / (2 * π) * (2 * π / S * E) := by
    intro E S hS
    have := Real.pi_ne_zero
    field_simp
  have hS : √(4 * π * lam * β) ≠ 0 := by positivity
  rw [planeWaveRho, hint, h, hc, hs, he, ← Complex.ofReal_exp, freeRho, key _ _ hS]
  simp only [Complex.ofReal_mul, Complex.ofReal_div, Complex.ofReal_one, Complex.ofReal_ofNat]

end

end FreeParticleDensityMatrix
```

Compiling this gives:

```
Main.lean:23:52: error: unsolved goals
lam β : ℝ
hl : 0 < lam
hβ : 0 < β
x : ℝ
hre : (-(↑β * ↑lam)).re < 0
h :
  ∫ (x_1 : ℝ), Complex.exp (-(↑β * ↑lam) * ↑x_1 ^ 2 + Complex.I * ↑x * ↑x_1 + 0) =
    (↑π / - -(↑β * ↑lam)) ^ (1 / 2) * Complex.exp (0 - (Complex.I * ↑x) ^ 2 / (4 * -(↑β * ↑lam)))
hint :
  (fun k => Complex.exp (Complex.I * ↑k * ↑x - ↑β * ↑lam * ↑k ^ 2)) = fun k =>
    Complex.exp (-(↑β * ↑lam) * ↑k ^ 2 + Complex.I * ↑x * ↑k + 0)
hc : (↑π / - -(↑β * ↑lam)) ^ (1 / 2) = ↑√(π / (β * lam))
hs : √(π / (β * lam)) = 2 * π / √(4 * π * lam * β)
he : 0 - (Complex.I * ↑x) ^ 2 / (4 * -(↑β * ↑lam)) = ↑(-x ^ 2 / (4 * lam * β))
key : ∀ (E S : ℝ), S ≠ 0 → E / S = 1 / (2 * π) * (2 * π / S * E)
hS : √(4 * π * lam * β) ≠ 0
⊢ 1 / (2 * ↑π) * (1 / (2 * ↑π) * (2 * ↑π / ↑√(4 * π * lam * β) * (2 * ↑π)) * ↑(rexp (-x ^ 2 / (4 * lam * β)))) =
    ↑(rexp (-x ^ 2 / (4 * lam * β))) / ↑√(4 * π * lam * β)
```

Diagnosis. The error is a goal left open at the end of the proof. The equation in it is true, but `key` has been applied on the wrong side.

`key` rewrites a quotient `E / S`. In `key _ _ hS` the denominator is fixed by `hS`, but the numerator is left open, so `rw` settles it by the first match it finds. That was the prefactor `2 * π / √(4 * π * lam * β)` on the left, which `hs` had just introduced, and not the Gaussian on the right. The left side therefore gained extra factors of 2π, while the right side stayed a plain quotient. The final `simp only` is given only lemmas that move casts, so it could not cancel those factors.

The repair states the numerator, `Real.exp (-x ^ 2 / (4 * lam * β))`. Now only the quotient on the right matches, and `key` turns it into the same product as the left side. Once the casts are moved inwards the two sides are identical, and `simp only` closes the goal. The line break in the `rw` is only layout.

Lean accepts the file once it reads:

```diff
@@ -51,5 +51,6 @@
     field_simp
   have hS : √(4 * π * lam * β) ≠ 0 := by positivity
-  rw [planeWaveRho, hint, h, hc, hs, he, ← Complex.ofReal_exp, freeRho, key _ _ hS]
+  rw [planeWaveRho, hint, h, hc, hs, he, ← Complex.ofReal_exp, freeRho,
+    key (Real.exp (-x ^ 2 / (4 * lam * β))) _ hS]
   simp only [Complex.ofReal_mul, Complex.ofReal_div, Complex.ofReal_one, Complex.ofReal_ofNat]
 
```
